# Linear-response particle outflow from a three-terminal ring with cyclic transmission at one energy and uniform transmission at another

In linear response, terminal `i` of a three-terminal conductor has the bias `V i + E * t i` at energy `E`. Here `E` is measured from the common equilibrium chemical potential, `V i` is the terminal's shift in chemical potential, in energy units, and `t i` is its relative temperature shift. The particle outflow is the sum, over two discrete energies and all terminals `j`, of a transmission weight times the bias difference between `i` and `j`. Each weight is a fixed real number, independent of the biases, that absorbs the thermal factor `-f₀'(E)` (`f₀` being the equilibrium Fermi function) and the constant prefactors. At `e₁` the only weight into `i` is `c`, from terminal `i - b` (counted modulo 3), and at `e₂` it is `s` from every terminal. The theorem states that the outflow is then `c` times the one bias difference at `e₁` plus `s` times the sum of the bias differences at `e₂`. The shift `b` may be zero, in which case the first term vanishes. The attempt unfolds the definitions and leaves the whole computation to one `simp` call, with `Finset.mul_sum` meant to carry `s` inside the sum.

This version doesn't compile in Lean 4 with Mathlib:

```lean
import Mathlib

open Finset

namespace RingOutflow

noncomputable section

variable {ι κ : Type*} [Fintype ι] [Fintype κ]

/-- Linear-response bias of terminal `i` at energy `E`, from voltages `V` and relative
temperature shifts `t`. -/
def bias (V t : ι → ℝ) (E : ℝ) (i : ι) : ℝ := V i + E * t i

/-- Particle current leaving terminal `i`, summed over the energies `e k`, with transmission
`T k i j` into terminal `i` from terminal `j`. -/
def outflow (e : κ → ℝ) (T : κ → ι → ι → ℝ) (V t : ι → ℝ) (i : ι) : ℝ :=
  ∑ k, ∑ j, T k i j * (bias V t (e k) i - bias V t (e k) j)

/-- Three-terminal ring: at the first energy terminal `i` is fed from `i - b` with
transmission `c`; at the second all pairs are coupled with transmission `s`. -/
def ringT (c s : ℝ) (b : Fin 3) (k : Fin 2) (i j : Fin 3) : ℝ :=
  if k = 0 then (if j = i - b then c else 0) else s

/-- The outflow of the ring is a chiral bias difference at energy `e₁` plus the sum of all
bias differences at energy `e₂`, weighted by `c` and `s`. -/
theorem ring_outflow (c s e₁ e₂ : ℝ) (b : Fin 3) (V t : Fin 3 → ℝ) (i : Fin 3) :
    outflow ![e₁, e₂] (ringT c s b) V t i
      = c * (bias V t e₁ i - bias V t e₁ (i - b))
        + s * ∑ j, (bias V t e₂ i - bias V t e₂ j) := by
  simp [outflow, ringT, Fin.sum_univ_two, Finset.mul_sum, ite_mul]

end

end RingOutflow
```

The error:

```
Main.lean:30:54: error: unsolved goals
c s e₁ e₂ : ℝ
b : Fin 3
V t : Fin 3 → ℝ
i : Fin 3
⊢ ∑ x, s * (bias V t e₂ i - bias V t e₂ x) = s * (3 * bias V t e₂ i - ∑ x, bias V t e₂ x)
Main.lean:31:42: warning: This simp argument is unused:
  Finset.mul_sum

Hint: Omit it from the simp argument list.
  [apply] simp [outflow, ringT, Fin.sum_univ_two, ite_mul]

Note: This linter can be disabled with `set_option linter.unusedSimpArgs false`
```

The error shows that the `c` terms are already gone and only the `s` terms remain, written differently on the two sides. On the left, `s` stands inside the sum, so each summand is a product. On the right, the summand was a bare difference, and `simp` split that sum into `3 * bias V t e₂ i` minus the sum of the biases. It simplifies subterms first, so this happened before `Finset.mul_sum` could act on the product with `s`. Afterwards `s` multiplied a difference instead of a sum, and the lemma no longer matched, which is why the warning calls it unused.

The added `rw [Finset.mul_sum]` moves `s` inside the right-hand sum before `simp` runs. Both sides then have summands of the form `s * (...)`, and `simp` closes the goal. Dropping `Finset.mul_sum` from the `simp` list is mere tidying, since the `rw` has already done its work.

The mended proof, as a diff:

```diff
@@ -29,5 +29,6 @@
       = c * (bias V t e₁ i - bias V t e₁ (i - b))
         + s * ∑ j, (bias V t e₂ i - bias V t e₂ j) := by
-  simp [outflow, ringT, Fin.sum_univ_two, Finset.mul_sum, ite_mul]
+  rw [Finset.mul_sum]
+  simp [outflow, ringT, Fin.sum_univ_two, ite_mul]
 
 end
```
